# The parabola π² − 4x² lies strictly below 4π cos x for every x ≥ 0 except π/2

The lemma says that π² − 4x² < 4π cos x for every real x ≥ 0 other than π/2, where both sides vanish. In physical terms it bounds the cosine of a dimensionless phase from below by a quadratic; no state or Hamiltonian enters the statement, and so no normalisation is assumed. The proof splits the range at 1 and at π/2. Up to 1 it uses cos x ≥ 1 − x²/2, and beyond π/2 it uses sin y < y with y = x − π/2. Between the two it sets z = π/2 − x, so that cos x = sin z, and calls on a cubic lower bound for the sine.

This version doesn't compile in Lean 4 with Mathlib:

```lean
import Mathlib

open scoped Real

namespace MandelstamTammEquality

noncomputable section

/-- For `x ≥ 0` other than `π/2`, the parabola `π² - 4x²` lies strictly below `4π cos x`. -/
theorem parabola_lt_cos_of_nonneg {x : ℝ} (hx : 0 ≤ x) (hne : x ≠ π / 2) :
    π ^ 2 - 4 * x ^ 2 < 4 * π * Real.cos x := by
  have hp := Real.pi_pos
  have h1 := Real.pi_gt_d2
  have h2 := Real.pi_lt_d2
  have h4 : 0 < 4 * π := by positivity
  rcases lt_or_gt_of_ne hne with hlt | hgt
  · rcases le_or_gt x 1 with hx1 | hx1
    · -- near the origin the quadratic bound on the cosine is enough
      have hc := mul_le_mul_of_nonneg_left (Real.one_sub_sq_div_two_le_cos (x := x)) h4.le
      have hx2 : 0 ≤ 1 - x ^ 2 := by nlinarith
      have ha : 0 ≤ (2 * π - 4) * (1 - x ^ 2) := mul_nonneg (by linarith) hx2
      have hb : 0 < (π - 3.14) * (3.15 - π) := mul_pos (by linarith) (by linarith)
      nlinarith
    · -- close to the contact point, expand the sine of the distance to it
      obtain ⟨z, hz⟩ : ∃ z, z = π / 2 - x := ⟨_, rfl⟩
      have hz0 : 0 < z := by linarith
      have hz1 : z ≤ 1 := by linarith
      have hs : z - z ^ 3 / 4 < Real.sin z := Real.sin_gt_sub_cube hz0 hz1
      have hcos : Real.sin z = Real.cos x := by rw [hz, Real.sin_pi_div_two_sub]
      rw [hcos] at hs
      have hc := mul_lt_mul_of_pos_left hs h4
      have hq : 0 ≤ z ^ 2 * (4 - π * z) := mul_nonneg (sq_nonneg z) (by nlinarith)
      have hxz : x = π / 2 - z := by linarith
      have e : π ^ 2 - 4 * x ^ 2 = 4 * π * (z - z ^ 3 / 4) - z ^ 2 * (4 - π * z) := by
        rw [hxz]; ring
      linarith
  · -- beyond the contact point, `sin y < y` suffices
    have hs := Real.sin_lt (x := x - π / 2) (by linarith)
    rw [Real.sin_sub_pi_div_two] at hs
    have hc := mul_lt_mul_of_pos_left (show π / 2 - x < Real.cos x by linarith) h4
    nlinarith [sq_nonneg (π - 2 * x)]

end

end MandelstamTammEquality
```

The compiler's answer:

```
Main.lean:28:46: error: Function expected at
  Real.sin_gt_sub_cube hz0
but this term has type
  z - z ^ 3 / 6 < Real.sin z

Note: Expected a function because this term is being applied to the argument
  hz1
```

The error lies in the cubic bound for the sine. `Real.sin_gt_sub_cube` needs only the proof `hz0` that z is positive. Once given it, the term is already a proof of `z - z ^ 3 / 6 < Real.sin z`, which is an inequality and not a function, so Lean cannot apply it to the further argument `hz1`.

Dropping `hz1` would not have been enough, because the lemma has z³/6 where `hs` states z³/4. The repair therefore keeps the statement of `hs` and derives it. It stores the lemma's bound as `hs6` and obtains 0 < z³ from `pow_pos hz0 3`. Since z³ is positive, z − z³/4 is less than z − z³/6, which `hs6` places below sin z. With z³ and sin z treated as single quantities this is linear arithmetic, and `linarith` closes it. The rest of the proof, which uses the bound with z³/4, stands unchanged.

This version goes through:

```diff
@@ -26,5 +26,8 @@
       have hz0 : 0 < z := by linarith
       have hz1 : z ≤ 1 := by linarith
-      have hs : z - z ^ 3 / 4 < Real.sin z := Real.sin_gt_sub_cube hz0 hz1
+      have hs : z - z ^ 3 / 4 < Real.sin z := by
+        have hs6 := Real.sin_gt_sub_cube hz0
+        have hz3 := pow_pos hz0 3
+        linarith
       have hcos : Real.sin z = Real.cos x := by rw [hz, Real.sin_pi_div_two_sub]
       rw [hcos] at hs
```
